# Determinant energies: with a positive semidefinite repulsion, a closed-shell double costs at least two triplets

Take two electrons on a finite grid with the Hamiltonian $H = h(1) + h(2) + w(1,2)$, and two real orthonormal orbitals $i$ and $a$. Let $E(ii)$ and $E(aa)$ be the expectation values of $H$ with both electrons in $i$ or both in $a$, and $E(T)$ that of the triplet with one electron in each. With the orbital densities $n_i = i^2$, $n_a = a^2$ and the exchange integral $K_{ia} = \sum_{x,y} i(x)a(x)\,w(x,y)\,i(y)a(y)$,

$$E(aa) + E(ii) - 2E(T) = \langle n_i - n_a,\, w\,(n_i - n_a)\rangle + 2K_{ia}.$$

If the quadratic form of $w$ is nonnegative, so is the right-hand side, and therefore

$$E(aa) - E(ii) \;\ge\; 2\,\bigl(E(T) - E(ii)\bigr).$$

Starting from a closed-shell ground state, adiabatic linear-response time-dependent density functional theory without spin flips yields no states of double-excitation character; the inequality bounds from below where such a state starts out, for two electrons in two fixed orbitals and before any mixing of configurations.

## Two electrons on a grid

The grid is a finite type `X`, and an orbital is a function `X → ℝ`. Sums over grid points carry no weights, so any quadrature weights are absorbed into the orbital values.

```lean
import Mathlib

open Matrix

namespace DoubleVersusTwoTriplets

noncomputable section

variable {X : Type*} [Fintype X]
```

A spatial wavefunction $\Psi(x,y)$ gives the amplitude for electron 1 at $x$ and electron 2 at $y$. The Hamiltonian acts on it as

$$(H\Psi)(x,y) = \sum_{x'} h(x,x')\Psi(x',y) + \sum_{y'} h(y,y')\Psi(x,y') + w(x,y)\Psi(x,y).$$

```lean
/-- The two-electron Hamiltonian `h(1) + h(2) + w(1,2)` acting on a spatial wavefunction
on the grid `X`. -/
def hamiltonian (h w : Matrix X X ℝ) (Ψ : X → X → ℝ) : X → X → ℝ := fun x y =>
  ∑ x', h x x' * Ψ x' y + ∑ y', h y y' * Ψ x y' + w x y * Ψ x y
```

Neither `h` nor `w` is required to be symmetric. The matrix element is $\langle\Phi, H\Psi\rangle = \sum_{x,y}\Phi(x,y)\,(H\Psi)(x,y)$, without complex conjugation because everything is real.

```lean
/-- The matrix element `⟨Φ, H Ψ⟩` between two real two-electron wavefunctions. -/
def matrixElement (h w : Matrix X X ℝ) (Φ Ψ : X → X → ℝ) : ℝ :=
  ∑ x, ∑ y, Φ x y * hamiltonian h w Ψ x y
```

The energy is the diagonal element $\langle\Psi, H\Psi\rangle$. There is no division by the norm, so it is an energy only for normalized $\Psi$.

```lean
/-- The expectation value `⟨Ψ, H Ψ⟩`, which is the energy of a normalized `Ψ`. -/
def energy (h w : Matrix X X ℝ) (Ψ : X → X → ℝ) : ℝ := matrixElement h w Ψ Ψ
```

With electron 1 in $f$ and electron 2 in $g$, the wavefunction is $f(x)g(y)$.

```lean
/-- The product wavefunction with electron 1 in `f` and electron 2 in `g`. -/
def pair (f g : X → ℝ) : X → X → ℝ := fun x y => f x * g y
```

Since $H$ does not act on spin, the spatial part suffices. A closed shell has the symmetric spatial part $f(x)f(y)$ and a singlet spin function. All three triplet components share the antisymmetric spatial part

$$T(x,y) = \frac{i(x)a(y) - a(x)i(y)}{\sqrt2}.$$

```lean
/-- The spatial part of the triplet built from the orbitals `i` and `a`. -/
def triplet (i a : X → ℝ) : X → X → ℝ := fun x y => (pair i a x y - pair a i x y) / √2
```

The interaction energy of two charge distributions is $W[f,g] = \sum_{x,y} f(x)\,w(x,y)\,g(y)$.

```lean
/-- The interaction energy `⟨f, w g⟩` of two charge distributions on the grid. -/
def repulsion (w : Matrix X X ℝ) (f g : X → ℝ) : ℝ := ∑ x, ∑ y, f x * w x y * g y
```

In Lean, `i * a` is the pointwise product of two functions. Thus $n_i$ is `i * i`, and $K_{ia} = W[ia,ia]$ is `repulsion w (i * a) (i * a)`.

## Matrix elements between orbital products

Write $(f,g) = \sum_x f(x)g(x)$ and $h_{fg} = \sum_{x,x'} f(x)h(x,x')g(x')$. A one-body term acts on one factor and leaves an overlap for the other electron, while the interaction collects the functions belonging to each electron:

$$\langle fg, H\,pq\rangle = h_{fp}\,(g,q) + (f,p)\,h_{gq} + W[fp,\,gq].$$

```lean
/-- Matrix elements of the Hamiltonian between orbital products reduce to one-electron
integrals, overlaps and one repulsion integral. -/
theorem matrixElement_pair (h w : Matrix X X ℝ) (f g p q : X → ℝ) :
    matrixElement h w (pair f g) (pair p q) =
      (f ⬝ᵥ h *ᵥ p) * (g ⬝ᵥ q) + (f ⬝ᵥ p) * (g ⬝ᵥ h *ᵥ q) + repulsion w (f * p) (g * q) := by
  -- each one-body term acts on its own factor
  have h1 : ∀ x y, ∑ x', h x x' * (p x' * q y) = (h *ᵥ p) x * q y := fun x y => by
    simp only [Matrix.mulVec, dotProduct, Finset.sum_mul, mul_assoc]
  have h2 : ∀ x y, ∑ y', h y y' * (p x * q y') = p x * (h *ᵥ q) y := fun x y => by
    simp only [Matrix.mulVec, dotProduct, Finset.mul_sum]
    exact Finset.sum_congr rfl fun _ _ => by ring
  simp only [matrixElement, hamiltonian, pair, h1, h2]
  simp only [dotProduct, repulsion, Finset.sum_mul_sum, ← Finset.sum_add_distrib]
  refine Finset.sum_congr rfl fun x _ => Finset.sum_congr rfl fun y _ => ?_
  simp only [Pi.mul_apply]
  ring
```

The steps `h1` and `h2` take the spectator orbital out of each one-body sum. Both sides then become double sums, which `ring` compares term by term.

## The triplet as a normalized difference

By linearity of $H$, for any two wavefunctions $P$ and $Q$,

$$\Bigl\langle \tfrac{P-Q}{\sqrt2},\, H\,\tfrac{P-Q}{\sqrt2}\Bigr\rangle = \tfrac12\bigl(\langle P,HP\rangle - \langle P,HQ\rangle - \langle Q,HP\rangle + \langle Q,HQ\rangle\bigr).$$

```lean
/-- The expectation value in the difference of two wavefunctions divided by `√2`, expanded
into direct and cross terms. -/
theorem energy_difference (h w : Matrix X X ℝ) (P Q : X → X → ℝ) :
    energy h w (fun x y => (P x y - Q x y) / √2) =
      (matrixElement h w P P - matrixElement h w P Q - matrixElement h w Q P
        + matrixElement h w Q Q) / 2 := by
  have hs : √2 * √2 = (2 : ℝ) := Real.mul_self_sqrt (by norm_num)
  -- linearity of the Hamiltonian
  have hl : ∀ x y, hamiltonian h w (fun x y => (P x y - Q x y) / √2) x y =
      (hamiltonian h w P x y - hamiltonian h w Q x y) / √2 := fun x y => by
    simp only [hamiltonian, mul_div_assoc', mul_sub, ← Finset.sum_div, Finset.sum_sub_distrib]
    ring
  simp only [energy, matrixElement, hl, ← Finset.sum_add_distrib, ← Finset.sum_sub_distrib,
    Finset.sum_div]
  refine Finset.sum_congr rfl fun x _ => Finset.sum_congr rfl fun y _ => ?_
  rw [div_mul_div_comm, hs]
  ring
```

Here `hl` is the linearity and `hs` supplies $\sqrt2\cdot\sqrt2 = 2$.

The factor $1/\sqrt2$ is the right one for orthonormal orbitals:

$$\sum_{x,y} T(x,y)^2 = \tfrac12\bigl[(i,i)(a,a) - 2(i,a)^2 + (a,a)(i,i)\bigr] = 1.$$

```lean
/-- For orthonormal orbitals the triplet wavefunction is normalized. -/
theorem triplet_normalized {i a : X → ℝ} (hi : i ⬝ᵥ i = 1) (ha : a ⬝ᵥ a = 1)
    (hia : i ⬝ᵥ a = 0) : ∑ x, ∑ y, triplet i a x y ^ 2 = 1 := by
  have hs : √2 ^ 2 = (2 : ℝ) := Real.sq_sqrt (by norm_num)
  have key : ∑ x, ∑ y, triplet i a x y ^ 2 =
      ((i ⬝ᵥ i) * (a ⬝ᵥ a) - (i ⬝ᵥ a) * (i ⬝ᵥ a) - (i ⬝ᵥ a) * (i ⬝ᵥ a)
        + (a ⬝ᵥ a) * (i ⬝ᵥ i)) / 2 := by
    simp only [dotProduct, Finset.sum_mul_sum, ← Finset.sum_add_distrib,
      ← Finset.sum_sub_distrib, Finset.sum_div]
    refine Finset.sum_congr rfl fun x _ => Finset.sum_congr rfl fun y _ => ?_
    simp only [triplet, pair, div_pow, hs]
    ring
  rw [key, hi, ha, hia]
  norm_num
```

## The closed-shell and triplet energies

Setting $f=g=p=q$ in the matrix element, with $(f,f)=1$, gives

$$E(ff) = 2h_{ff} + W[n_f,n_f], \qquad n_f = f^2.$$

```lean
/-- A normalized orbital holding both electrons has twice its one-electron energy plus the
self-repulsion of its density. -/
theorem energy_closedShell (h w : Matrix X X ℝ) {f : X → ℝ} (hf : f ⬝ᵥ f = 1) :
    energy h w (pair f f) = 2 * (f ⬝ᵥ h *ᵥ f) + repulsion w (f * f) (f * f) := by
  rw [energy, matrixElement_pair, hf]
  ring
```

For the triplet, put $P = i(x)a(y)$ and $Q = a(x)i(y)$. The direct terms are

$$\langle P,HP\rangle = h_{ii} + h_{aa} + W[n_i,n_a], \qquad \langle Q,HQ\rangle = h_{aa} + h_{ii} + W[n_a,n_i].$$

In the cross terms every one-body integral is multiplied by $(i,a) = 0$, so that $\langle P,HQ\rangle = \langle Q,HP\rangle = K_{ia}$. Hence

$$E(T) = h_{ii} + h_{aa} + \tfrac12\bigl(W[n_i,n_a] + W[n_a,n_i]\bigr) - K_{ia}.$$

```lean
/-- For orthonormal orbitals the triplet energy is the sum of the one-electron energies plus
the Coulomb repulsion, averaged over the two orderings, minus the exchange integral. -/
theorem energy_triplet (h w : Matrix X X ℝ) {i a : X → ℝ} (hi : i ⬝ᵥ i = 1)
    (ha : a ⬝ᵥ a = 1) (hia : i ⬝ᵥ a = 0) :
    energy h w (triplet i a) = i ⬝ᵥ h *ᵥ i + a ⬝ᵥ h *ᵥ a
      + (repulsion w (i * i) (a * a) + repulsion w (a * a) (i * i)) / 2
      - repulsion w (i * a) (i * a) := by
  have hai : a ⬝ᵥ i = 0 := by rw [dotProduct_comm, hia]
  unfold triplet
  rw [energy_difference]
  simp only [matrixElement_pair, hi, ha, hia, hai, mul_comm a i]
  ring
```

For symmetric $w$ the average is the usual Coulomb integral $J_{ia}$. The proof rewrites with `energy_difference` and `matrixElement_pair` and inserts the overlaps.

## The repulsions form a square

In $E(aa) + E(ii) - 2E(T)$ the one-body terms $2h_{aa} + 2h_{ii}$ cancel. What remains is

$$W[n_a,n_a] + W[n_i,n_i] - W[n_i,n_a] - W[n_a,n_i] + 2K_{ia} = W[n_i-n_a,\,n_i-n_a] + 2K_{ia}.$$

```lean
/-- For orthonormal orbitals, `E(aa) + E(ii) - 2 E(triplet)` is the self-repulsion of the
density difference plus twice the exchange integral. -/
theorem double_excess (h w : Matrix X X ℝ) {i a : X → ℝ} (hi : i ⬝ᵥ i = 1)
    (ha : a ⬝ᵥ a = 1) (hia : i ⬝ᵥ a = 0) :
    energy h w (pair a a) + energy h w (pair i i) - 2 * energy h w (triplet i a) =
      repulsion w (i * i - a * a) (i * i - a * a) + 2 * repulsion w (i * a) (i * a) := by
  -- the repulsion is bilinear in the two densities
  have hb : ∀ f g : X → ℝ, repulsion w (f - g) (f - g) =
      repulsion w f f - repulsion w f g - repulsion w g f + repulsion w g g := fun f g => by
    simp only [repulsion, ← Finset.sum_add_distrib, ← Finset.sum_sub_distrib]
    refine Finset.sum_congr rfl fun x _ => Finset.sum_congr rfl fun y _ => ?_
    simp only [Pi.sub_apply]
    ring
  rw [energy_closedShell h w ha, energy_closedShell h w hi, energy_triplet h w hi ha hia, hb]
  ring
```

The step `hb` is the bilinear expansion of the square. The identity holds for every real `h` and `w`; the orbitals need only be orthonormal, not solutions of any self-consistent equation.

## At least two triplets

Now assume $W[n,n]\ge0$ for every real $n$ on the grid. This stands for the electrostatic fact that no charge distribution, of whatever sign pattern, has negative self-repulsion. Applied to $n = n_i - n_a$ it controls the first term of the excess. Applied to $n = ia$ it gives $K_{ia}\ge0$, which therefore needs no assumption of its own.

```lean
/-- If no charge distribution has negative self-repulsion, the closed-shell double excitation
between orthonormal orbitals costs at least two triplet excitations. -/
theorem two_triplets_le_double (h w : Matrix X X ℝ) {i a : X → ℝ} (hi : i ⬝ᵥ i = 1)
    (ha : a ⬝ᵥ a = 1) (hia : i ⬝ᵥ a = 0) (hw : ∀ n, 0 ≤ repulsion w n n) :
    2 * (energy h w (triplet i a) - energy h w (pair i i)) ≤
      energy h w (pair a a) - energy h w (pair i i) := by
  -- the exchange integral is itself a self-repulsion
  linarith [double_excess h w hi ha hia, hw (i * i - a * a), hw (i * a)]
```

The hypothesis `hw` is used at exactly these two distributions, and `linarith` rearranges the identity into the inequality.

If $W[n,n]>0$ for every $n\neq0$, the inequality is strict. Equality would require both $ia=0$ and $i^2=a^2$ at every point, and then

$$i^4 = i^2\,(i^2-a^2) + (ia)(ia) = 0,$$

so $i$ would vanish everywhere, against $(i,i)=1$.

```lean
/-- If every nonzero charge distribution has positive self-repulsion, the closed-shell double
excitation between orthonormal orbitals costs strictly more than two triplet excitations. -/
theorem two_triplets_lt_double (h w : Matrix X X ℝ) {i a : X → ℝ} (hi : i ⬝ᵥ i = 1)
    (ha : a ⬝ᵥ a = 1) (hia : i ⬝ᵥ a = 0) (hw : ∀ n, n ≠ 0 → 0 < repulsion w n n) :
    2 * (energy h w (triplet i a) - energy h w (pair i i)) <
      energy h w (pair a a) - energy h w (pair i i) := by
  have key := double_excess h w hi ha hia
  have h0 : ∀ n, 0 ≤ repulsion w n n := fun n => by
    rcases eq_or_ne n 0 with rfl | hn
    · simp [repulsion]
    · exact (hw n hn).le
  by_cases hK : i * a = 0
  · -- orbitals without overlap density cannot have equal densities
    have hn : i * i - a * a ≠ 0 := by
      intro hd
      have hz : ∀ x, i x = 0 := fun x => by
        have h1 := congrFun hd x
        have h2 := congrFun hK x
        simp only [Pi.sub_apply, Pi.mul_apply, Pi.zero_apply] at h1 h2
        have h4 : i x ^ 4 = 0 := by linear_combination (i x) ^ 2 * h1 + (i x * a x) * h2
        exact (pow_eq_zero_iff (by norm_num)).mp h4
      simp [dotProduct, hz] at hi
    linarith [hw _ hn, h0 (i * a)]
  · linarith [hw _ hK, h0 (i * i - a * a)]
```

The proof splits on whether `i * a` is zero. If it is not, exchange is strictly positive; if it is, the computation above shows that the densities differ, and their difference has positive self-repulsion.

## On-site repulsion and the Hubbard dimer

For the Hubbard interaction, $w(x,y)=U$ when $x=y$ and zero otherwise. At each site $(i^2-a^2)^2 + 2i^2a^2 = i^4 + a^4$, and so

$$E(aa)+E(ii)-2E(T) = U\sum_x\bigl(i(x)^4 + a(x)^4\bigr).$$

```lean
/-- For an on-site interaction of strength `U` and orthonormal orbitals, the excess of the double
excitation energy over twice the triplet excitation energy is `U` times the summed fourth powers of
the two orbitals. -/
theorem hubbard_excess [DecidableEq X] (h : Matrix X X ℝ) (U : ℝ) {i a : X → ℝ}
    (hi : i ⬝ᵥ i = 1) (ha : a ⬝ᵥ a = 1) (hia : i ⬝ᵥ a = 0) :
    energy h (Matrix.diagonal fun _ => U) (pair a a)
      + energy h (Matrix.diagonal fun _ => U) (pair i i)
      - 2 * energy h (Matrix.diagonal fun _ => U) (triplet i a) =
      U * ∑ x, (i x ^ 4 + a x ^ 4) := by
  rw [double_excess h _ hi ha hia]
  simp only [repulsion, Matrix.diagonal_apply, mul_ite, ite_mul, mul_zero, zero_mul,
    Finset.sum_ite_eq, Finset.mem_univ, if_true, Finset.mul_sum, ← Finset.sum_add_distrib]
  refine Finset.sum_congr rfl fun x _ => ?_
  simp only [Pi.sub_apply, Pi.mul_apply]
  ring
```

The smallest grid that admits two orthonormal orbitals has two sites. For the bonding and antibonding orbitals $i=(1,1)/\sqrt2$ and $a=(1,-1)/\sqrt2$ the densities coincide and the excess $U$ comes entirely from exchange. For one orbital on each site, exchange vanishes and the excess is $2U$, all from the density difference.

## Repulsive entries do not suffice

Nonnegative entries $w(x,y)\ge0$ are readily confused with a nonnegative quadratic form. They do ensure $W[n,n]\ge0$ for a density that is nowhere negative, but $n_i-n_a$ sums to zero and takes both signs unless it vanishes.

Two sites show the difference. Let the electrons repel with strength 1 on different sites and not at all on the same site, and take $i=(1,0)$, $a=(0,1)$. Then $K_{ia}=0$ and $n_i-n_a=(1,-1)$, which gives

$$E(aa)+E(ii)-2E(T) = 2\cdot 1\cdot(-1) = -2$$

for every $h$. Symmetry of $w$, nonnegative entries and $K_{ia}\ge0$ together thus do not imply the inequality. On two or more grid points, a discretized Coulomb matrix whose diagonal is simply set to zero has the same defect: it is symmetric and nonzero with zero trace, so it has a negative eigenvalue.

```lean
/-- Two sites with repulsion only between different sites, and one orbital on each site: the
exchange integral is nonnegative, yet the double excitation energy is 2 less than twice the triplet
excitation energy. -/
theorem intersite_counterexample (h : Matrix (Fin 2) (Fin 2) ℝ) :
    0 ≤ repulsion !![0, 1; 1, 0] (![1, 0] * ![0, 1]) (![1, 0] * ![0, 1]) ∧
    energy h !![0, 1; 1, 0] (pair ![0, 1] ![0, 1])
      + energy h !![0, 1; 1, 0] (pair ![1, 0] ![1, 0])
      - 2 * energy h !![0, 1; 1, 0] (triplet ![1, 0] ![0, 1]) = -2 := by
  constructor
  · simp [repulsion, Fin.sum_univ_two]
  · rw [double_excess h _ (by simp [dotProduct, Fin.sum_univ_two])
      (by simp [dotProduct, Fin.sum_univ_two]) (by simp [dotProduct, Fin.sum_univ_two])]
    norm_num [repulsion, Fin.sum_univ_two]

end

end DoubleVersusTwoTriplets
```

```lean
#print axioms DoubleVersusTwoTriplets.two_triplets_le_double
#print axioms DoubleVersusTwoTriplets.two_triplets_lt_double
#print axioms DoubleVersusTwoTriplets.hubbard_excess
#print axioms DoubleVersusTwoTriplets.intersite_counterexample
```

```
'DoubleVersusTwoTriplets.two_triplets_le_double' depends on axioms: [propext, Classical.choice, Quot.sound]
'DoubleVersusTwoTriplets.two_triplets_lt_double' depends on axioms: [propext, Classical.choice, Quot.sound]
'DoubleVersusTwoTriplets.hubbard_excess' depends on axioms: [propext, Classical.choice, Quot.sound]
'DoubleVersusTwoTriplets.intersite_counterexample' depends on axioms: [propext, Classical.choice, Quot.sound]
```
